# The matrix $(\not p+m)\,g_0$ is positive semidefinite exactly when $p_0\ge\sqrt{|\mathbf p|^2+m^2}$

An unpolarised cross section in quantum electrodynamics contains a sum over the spin states of each external electron. For two orthogonal spinors $u_s$ of a free electron with momentum $p$, normalised to $u_s^\dagger u_s=2p_0$, this sum is $\sum_s u_s\bar u_s=\not p+m$, with $\bar u_s=u_s^\dagger g_0$. Multiplying by $g_0$ from the right turns the left side into $\sum_s u_su_s^\dagger$, which cannot have a negative expectation value. The right side becomes $(\not p+m)g_0$, which is defined for every real $p_0$, on or off the mass shell. For which $p_0$ is it positive semidefinite?

Take units with $\hbar=c=1$ and signature $(+,-,-,-)$. Let $g_0$ be Hermitian with $g_0^2=1$, and let the spatial matrices $g_i$ be anti-Hermitian with $g_i^2=-1$, all different matrices anticommuting. Let $p_i$ be the real components of the momentum vector $\mathbf p$, let $m$ be real, and write

$$G=\sum_i p_i g_i,\qquad \not p=p_0g_0-G,\qquad E=\sqrt{|\mathbf p|^2+m^2}.$$

The claim is that $(\not p+m)g_0\ge 0$ if and only if $p_0\ge E$.

## A shifted Dirac Hamiltonian

Since $g_0^2=1$ and $Gg_0=-g_0G$,

$$(\not p+m)g_0=p_0-Gg_0+mg_0=p_0+H,\qquad H=g_0G+mg_0.$$

Here $H$ is the free Dirac Hamiltonian at momentum $\mathbf p$. Three properties of it are needed.

- It is Hermitian, because $(g_0G)^\dagger=G^\dagger g_0=-Gg_0=g_0G$.
- Its square is $E^2$. In $G^2$ the terms with $i\ne j$ cancel in pairs, so $G^2=-|\mathbf p|^2$ and $(g_0G)^2=-G^2=|\mathbf p|^2$. The cross terms $m(g_0Gg_0+g_0g_0G)=m(-G+G)$ vanish, and $(mg_0)^2=m^2$.
- It is traceless. Cyclicity gives $\operatorname{tr}(g_0G)=\operatorname{tr}(Gg_0)=-\operatorname{tr}(g_0G)$, hence zero. Also $g_ig_0g_i=g_0$, while cyclicity gives $\operatorname{tr}(g_ig_0g_i)=\operatorname{tr}(g_0g_i^2)=-\operatorname{tr}g_0$, so $\operatorname{tr}g_0=0$.

Suppose $E>0$. From $H^2=E^2$ follows $(E+H)^2=2E(E+H)$, and therefore

$$p_0+H=(p_0-E)+\frac{(E+H)^\dagger(E+H)}{2E}.$$

If $p_0\ge E$, both terms are positive semidefinite.

Conversely, let $p_0+H\ge0$. Then $(E-H)(p_0+H)(E-H)\ge0$ as well. Because $H(E-H)=-E(E-H)$ and $(E-H)^2=2E(E-H)$, this product equals $2E(p_0-E)(E-H)$. For matrices of size $N$ its trace is $2E^2(p_0-E)N$, which must be nonnegative, so $p_0\ge E$.

If $E=0$, then $H^\dagger H=H^2=0$ and $H=0$. The matrix is $p_0$ times the identity, which is positive semidefinite exactly when $p_0\ge0$.

## Dirac matrices and momenta in Lean

The matrices are complex, with rows and columns labelled by a finite type `n`; the spatial directions form a finite type `ι`.

```lean
import Mathlib

open Matrix
open scoped ComplexOrder

namespace DiracSpinSumPositivity

noncomputable section

variable {n ι : Type*} [Fintype n] [DecidableEq n] [Fintype ι]
```

The algebra and the hermiticity conditions are hypotheses, collected in one structure. They fix the signature and make $H$ Hermitian.

```lean
/-- Dirac matrices for a metric with one time direction and spatial directions `ι`:
`g0` is Hermitian with square `1`, the `g i` are anti-Hermitian with square `-1`,
and different matrices anticommute. -/
structure IsDirac (g0 : Matrix n n ℂ) (g : ι → Matrix n n ℂ) : Prop where
  herm : g0ᴴ = g0
  antiherm : ∀ i, (g i)ᴴ = -g i
  sq_time : g0 * g0 = 1
  sq_space : ∀ i, g i * g i = -1
  anti_time : ∀ i, g0 * g i = -(g i * g0)
  anti_space : ∀ i j, i ≠ j → g i * g j = -(g j * g i)
```

The next definitions are $G$, $\not p$, the spin matrix, $H$ and $E$. The function `p` holds the components of $\mathbf p$ itself, so the metric sign appears explicitly in `slash`. The energy `p0` is an independent real number, with no mass-shell condition.

```lean
/-- The spatial contraction `∑ pᵢ gᵢ`. -/
def gdot (g : ι → Matrix n n ℂ) (p : ι → ℝ) : Matrix n n ℂ := ∑ i, (p i : ℂ) • g i

/-- The Feynman slash `p0 g0 - ∑ pᵢ gᵢ`. -/
def slash (g0 : Matrix n n ℂ) (g : ι → Matrix n n ℂ) (p0 : ℝ) (p : ι → ℝ) :
    Matrix n n ℂ := (p0 : ℂ) • g0 - gdot g p

/-- The matrix `(slash(p) + m) g0`. -/
def spinMatrix (g0 : Matrix n n ℂ) (g : ι → Matrix n n ℂ) (p0 : ℝ) (p : ι → ℝ) (m : ℝ) :
    Matrix n n ℂ := (slash g0 g p0 p + (m : ℂ) • 1) * g0

/-- The Dirac Hamiltonian in momentum space, `g0 (∑ pᵢ gᵢ) + m g0`. -/
def hamiltonian (g0 : Matrix n n ℂ) (g : ι → Matrix n n ℂ) (p : ι → ℝ) (m : ℝ) :
    Matrix n n ℂ := g0 * gdot g p + (m : ℂ) • g0

/-- The relativistic energy `√(|p|² + m²)`. -/
def energy (p : ι → ℝ) (m : ℝ) : ℝ := √(∑ i, p i ^ 2 + m ^ 2)
```

## The algebra of the Hamiltonian

The first lemma moves $g_0$ through $G$ term by term.

```lean
variable {g0 : Matrix n n ℂ} {g : ι → Matrix n n ℂ}

/-- `g0` anticommutes with the spatial contraction. -/
theorem time_anticomm (h : IsDirac g0 g) (p : ι → ℝ) :
    g0 * gdot g p = -(gdot g p * g0) := by
  simp only [gdot, Finset.mul_sum, Finset.sum_mul, mul_smul_comm, smul_mul_assoc,
    h.anti_time, smul_neg, Finset.sum_neg_distrib]
```

For $G^2=-|\mathbf p|^2$ the double sum is written in both orders (`e1`, `e2`) and added. The anticommutator `hc` leaves only the diagonal, and half of the result is $G^2$.

```lean
/-- The spatial contraction squares to `-|p|²`. -/
theorem gdot_sq (h : IsDirac g0 g) (p : ι → ℝ) :
    gdot g p * gdot g p = (-∑ i, (p i : ℂ) ^ 2) • (1 : Matrix n n ℂ) := by
  classical
  have e1 : gdot g p * gdot g p = ∑ i, ∑ j, ((p i : ℂ) * p j) • (g i * g j) := by
    simp only [gdot, Finset.sum_mul_sum, smul_mul_smul_comm]
  have e2 : gdot g p * gdot g p = ∑ i, ∑ j, ((p i : ℂ) * p j) • (g j * g i) := by
    rw [e1, Finset.sum_comm]
    refine Finset.sum_congr rfl fun i _ => Finset.sum_congr rfl fun j _ => ?_
    rw [mul_comm (p j : ℂ)]
  have hc : ∀ i j, g i * g j + g j * g i = if i = j then (-2 : ℂ) • 1 else 0 := by
    intro i j
    by_cases hij : i = j
    · subst hij
      rw [if_pos rfl, h.sq_space]
      module
    · rw [if_neg hij, h.anti_space i j hij, neg_add_cancel]
  -- symmetrising the double sum leaves only the diagonal
  have e3 : gdot g p * gdot g p + gdot g p * gdot g p
      = (∑ i, (p i : ℂ) * p i * (-2)) • (1 : Matrix n n ℂ) := by
    nth_rewrite 1 [e1]
    rw [e2, ← Finset.sum_add_distrib, Finset.sum_smul]
    refine Finset.sum_congr rfl fun i _ => ?_
    rw [← Finset.sum_add_distrib]
    simp only [← smul_add, hc, smul_ite, smul_zero, Finset.sum_ite_eq, Finset.mem_univ,
      if_true, smul_smul]
  calc gdot g p * gdot g p
      = (1 / 2 : ℂ) • (gdot g p * gdot g p + gdot g p * gdot g p) := by module
    _ = _ := by
      rw [e3, smul_smul, ← Finset.sum_mul]
      congr 1
      simp only [pow_two]
      ring
```

Hermiticity and $H^2=E^2$ come next. The facts `h1`, `h2` and `h3` are the products $g_0Gg_0$, $g_0g_0G$ and $(g_0G)^2$ computed above.

```lean
/-- The Dirac Hamiltonian is Hermitian, and its square is the squared relativistic energy. -/
theorem hamiltonian_herm_sq (h : IsDirac g0 g) (p : ι → ℝ) (m : ℝ) :
    (hamiltonian g0 g p m)ᴴ = hamiltonian g0 g p m ∧
    hamiltonian g0 g p m * hamiltonian g0 g p m = ((energy p m : ℂ) ^ 2) • 1 := by
  have ha := time_anticomm h p
  constructor
  · have hS : (gdot g p)ᴴ = -gdot g p := by
      simp [gdot, conjTranspose_sum, conjTranspose_smul, h.antiherm]
    rw [hamiltonian, conjTranspose_add, conjTranspose_mul, conjTranspose_smul, hS, h.herm,
      ha, neg_mul, Complex.star_def, Complex.conj_ofReal]
  · have hE : (energy p m : ℂ) ^ 2 = ∑ i, (p i : ℂ) ^ 2 + (m : ℂ) ^ 2 := by
      have : energy p m ^ 2 = ∑ i, p i ^ 2 + m ^ 2 := Real.sq_sqrt (by positivity)
      exact_mod_cast this
    have h1 : g0 * gdot g p * g0 = -gdot g p := by
      rw [ha, neg_mul, mul_assoc, h.sq_time, mul_one]
    have h2 : g0 * (g0 * gdot g p) = gdot g p := by rw [← mul_assoc, h.sq_time, one_mul]
    have h3 : g0 * gdot g p * (g0 * gdot g p) = -(gdot g p * gdot g p) := by
      rw [← mul_assoc, h1, neg_mul]
    simp only [hamiltonian, add_mul, mul_add, smul_mul_assoc, mul_smul_comm, h1, h2, h3,
      h.sq_time, gdot_sq h, hE]
    module
```

The trace argument uses one spatial matrix, which is why `ι` must be nonempty.

```lean
/-- The Dirac Hamiltonian is traceless. -/
theorem hamiltonian_trace [Nonempty ι] (h : IsDirac g0 g) (p : ι → ℝ) (m : ℝ) :
    (hamiltonian g0 g p m).trace = 0 := by
  obtain ⟨i⟩ := ‹Nonempty ι›
  have h1 : (g0 * gdot g p).trace = 0 := by
    have a := congrArg trace (time_anticomm h p)
    rw [trace_neg, trace_mul_comm (gdot g p) g0] at a
    linear_combination a / 2
  have h2 : g0.trace = 0 := by
    have a : (g0 * g i * g i).trace = (g i * (g0 * g i)).trace := trace_mul_comm _ _
    have b : g0 * g i * g i = -g0 := by rw [mul_assoc, h.sq_space, mul_neg, mul_one]
    have c : g i * (g0 * g i) = g0 := by
      rw [h.anti_time, mul_neg, ← mul_assoc, h.sq_space, neg_mul, one_mul, neg_neg]
    rw [b, c, trace_neg] at a
    linear_combination -a / 2
  rw [hamiltonian, trace_add, trace_smul, h1, h2, smul_zero, add_zero]
```

The spin matrix is now identified with $p_0+H$.

```lean
/-- The matrix `(slash(p) + m) g0` is the Dirac Hamiltonian shifted by `p0`. -/
theorem spinMatrix_eq (h : IsDirac g0 g) (p0 : ℝ) (p : ι → ℝ) (m : ℝ) :
    spinMatrix g0 g p0 p m = (p0 : ℂ) • 1 + hamiltonian g0 g p m := by
  simp only [spinMatrix, slash, hamiltonian, add_mul, sub_mul, smul_mul_assoc, one_mul,
    h.sq_time, time_anticomm h p]
  module
```

On the mass shell this gives $(E+H)^2=2E(E+H)$. For $E>0$, dividing the spin matrix by $2E$ gives the projector $(E+H)/(2E)$ onto positive-energy states. It is the free-particle form of the projectors in no-pair Hamiltonians of relativistic electronic structure theory.

```lean
/-- On the mass shell `p0 = E`, the matrix `(slash(p) + m) g0` squares to `2E` times itself. -/
theorem spinMatrix_onShell_sq (h : IsDirac g0 g) (p : ι → ℝ) (m : ℝ) :
    spinMatrix g0 g (energy p m) p m * spinMatrix g0 g (energy p m) p m
      = (2 * (energy p m : ℂ)) • spinMatrix g0 g (energy p m) p m := by
  rw [spinMatrix_eq h]
  simp only [add_mul, mul_add, smul_mul_assoc, mul_smul_comm, one_mul, mul_one,
    (hamiltonian_herm_sq h p m).2]
  module
```

## The threshold in $p_0$

In the main theorem `PosSemidef` means that the matrix is Hermitian and has nonnegative expectation values in all complex vectors. The statement holds for every nonzero matrix size that admits such matrices, in one or more spatial dimensions, and for either sign of `m`.

After the lemmas are collected, the proof replaces the Hamiltonian and the energy by bare symbols `H` and `E`, so all that is used about them is the three properties of $H$, their consequence on the shell, and $E\ge0$. The case split is the one made by hand. For $E>0$, `key` is the sandwich identity, whose trace contradicts $p_0<E$, and `e` is the decomposition into a multiple of the identity and a positive square.

```lean
/-- The matrix `(slash(p) + m) g0` is positive semidefinite exactly when
`p0 ≥ √(|p|² + m²)`. -/
theorem spinMatrix_posSemidef_iff [Nonempty n] [Nonempty ι] (h : IsDirac g0 g)
    (p0 : ℝ) (p : ι → ℝ) (m : ℝ) :
    (spinMatrix g0 g p0 p m).PosSemidef ↔ √(∑ i, p i ^ 2 + m ^ 2) ≤ p0 := by
  change _ ↔ energy p m ≤ p0
  have hshell := spinMatrix_onShell_sq h p m
  obtain ⟨hH, hsq⟩ := hamiltonian_herm_sq h p m
  have htr := hamiltonian_trace h p m
  have hE : 0 ≤ energy p m := Real.sqrt_nonneg _
  rw [spinMatrix_eq h] at hshell ⊢
  generalize hamiltonian g0 g p m = H at *
  generalize energy p m = E at *
  have hN : (0 : ℝ) < Fintype.card n := by exact_mod_cast Fintype.card_pos
  rcases hE.eq_or_lt with h0 | hpos
  · -- zero energy: the Hamiltonian vanishes
    subst h0
    have hz : H = 0 := by
      apply conjTranspose_mul_self_eq_zero.1
      rw [hH, hsq]
      simp
    subst hz
    rw [add_zero]
    constructor
    · intro hp
      have ht := hp.trace_nonneg
      rw [trace_smul, trace_one, smul_eq_mul] at ht
      have ht' : 0 ≤ p0 * (Fintype.card n : ℝ) := by exact_mod_cast ht
      exact nonneg_of_mul_nonneg_left ht' hN
    · intro hp
      exact PosSemidef.one.smul (Complex.zero_le_real.2 hp)
  · constructor
    · -- sandwich between `E - H`, which selects negative energy, and take the trace
      intro hp
      have hB : ((E : ℂ) • (1 : Matrix n n ℂ) - H)ᴴ = (E : ℂ) • 1 - H := by
        rw [conjTranspose_sub, conjTranspose_smul, conjTranspose_one, hH,
          Complex.star_def, Complex.conj_ofReal]
      have ht := (hp.conjTranspose_mul_mul_same ((E : ℂ) • 1 - H)).trace_nonneg
      have key : ((E : ℂ) • 1 - H) * ((p0 : ℂ) • 1 + H) * ((E : ℂ) • 1 - H)
          = (2 * (E : ℂ) * (p0 - E)) • ((E : ℂ) • 1 - H) := by
        simp only [add_mul, mul_add, sub_mul, mul_sub, smul_mul_assoc, mul_smul_comm,
          one_mul, mul_one, hsq]
        module
      rw [hB, key, trace_smul, trace_sub, trace_smul, trace_one, htr, sub_zero,
        smul_eq_mul, smul_eq_mul] at ht
      have ht' : 0 ≤ 2 * E * (p0 - E) * (E * (Fintype.card n : ℝ)) := by exact_mod_cast ht
      by_contra hlt
      have hd : 0 < E - p0 := sub_pos.2 (not_le.1 hlt)
      have := mul_pos (mul_pos (mul_pos two_pos hpos) hd) (mul_pos hpos hN)
      linarith
    · -- a nonnegative multiple of the identity plus a positive square
      intro hp
      have hA : ((E : ℂ) • (1 : Matrix n n ℂ) + H)ᴴ = (E : ℂ) • 1 + H := by
        rw [conjTranspose_add, conjTranspose_smul, conjTranspose_one, hH,
          Complex.star_def, Complex.conj_ofReal]
      have hc : ((1 / (2 * E) : ℝ) : ℂ) * (2 * (E : ℂ)) = 1 := by
        have : 1 / (2 * E) * (2 * E) = 1 := by field_simp
        exact_mod_cast this
      have e : (p0 : ℂ) • 1 + H = ((p0 - E : ℝ) : ℂ) • (1 : Matrix n n ℂ)
          + ((1 / (2 * E) : ℝ) : ℂ) • (((E : ℂ) • 1 + H)ᴴ * ((E : ℂ) • 1 + H)) := by
        rw [hA, hshell, smul_smul, hc, one_smul, Complex.ofReal_sub]
        module
      rw [e]
      exact (PosSemidef.one.smul (Complex.zero_le_real.2 (sub_nonneg.2 hp))).add
        ((posSemidef_conjTranspose_mul_self _).smul
          (Complex.zero_le_real.2 (by positivity)))
```

Since the sign of $m$ is free, replacing $m$ by $-m$ gives a neighbouring result: $(\not p-m)g_0$, the matrix belonging to the positron sum $\sum_s v_s\bar v_s=\not p-m$, is positive semidefinite under the same condition $p_0\ge E$.

## What a spin sum requires of the energy

If $\not p+m$ equals a finite sum $\sum_s u_s\bar u_s$, then $p_0\ge E$. The vectors $u_s$ are arbitrary; they need not solve the Dirac equation or be orthogonal. In the proof they are the columns of a matrix $B$, so that $(\not p+m)g_0=BB^\dagger$, and the main theorem applies. The theorem takes the decomposition as given and does not construct the spinors.

```lean
/-- If `slash(p) + m` is a finite spin sum `∑ u ū` with `ū = u† g0`, then
`p0 ≥ √(|p|² + m²)`. -/
theorem energy_le_of_spin_sum [Nonempty n] [Nonempty ι] {σ : Type*} [Fintype σ]
    (h : IsDirac g0 g) (p0 : ℝ) (p : ι → ℝ) (m : ℝ) (u : σ → n → ℂ)
    (hu : slash g0 g p0 p + (m : ℂ) • 1 = ∑ s, vecMulVec (u s) (star (u s) ᵥ* g0)) :
    √(∑ i, p i ^ 2 + m ^ 2) ≤ p0 := by
  apply (spinMatrix_posSemidef_iff h p0 p m).1
  let B : Matrix n σ ℂ := Matrix.of fun a s => u s a
  have hv : ∀ s, vecMulVec (u s) (star (u s) ᵥ* g0) * g0 = vecMulVec (u s) (star (u s)) := by
    intro s
    have : vecMulVec (u s) (star (u s) ᵥ* g0) = vecMulVec (u s) (star (u s)) * g0 := by
      ext a b
      simp [vecMulVec_apply, Matrix.mul_apply, vecMul, dotProduct, Finset.mul_sum, mul_assoc]
    rw [this, mul_assoc, h.sq_time, mul_one]
  have e : spinMatrix g0 g p0 p m = B * Bᴴ := by
    rw [spinMatrix, hu, Finset.sum_mul]
    simp only [hv]
    ext a b
    simp [B, Matrix.sum_apply, vecMulVec_apply, Matrix.mul_apply]
  rw [e]
  exact posSemidef_self_mul_conjTranspose B
```

## The standard 4 by 4 matrices

The hypotheses are satisfied by the familiar matrices of the standard representation, built from the Pauli matrices in 2 by 2 blocks. The index type `Fin 2 ⊕ Fin 2` has four elements, two for each block.

```lean
/-- The three Pauli matrices. -/
def pauli : Fin 3 → Matrix (Fin 2) (Fin 2) ℂ :=
  ![!![0, 1; 1, 0], !![0, -Complex.I; Complex.I, 0], !![1, 0; 0, -1]]

/-- The time-like 4 by 4 Dirac matrix in the standard representation, in 2 by 2 blocks. -/
def gamma0 : Matrix (Fin 2 ⊕ Fin 2) (Fin 2 ⊕ Fin 2) ℂ := fromBlocks 1 0 0 (-1)

/-- The spatial 4 by 4 Dirac matrices in the standard representation, in 2 by 2 blocks. -/
def gammaS (i : Fin 3) : Matrix (Fin 2 ⊕ Fin 2) (Fin 2 ⊕ Fin 2) ℂ :=
  fromBlocks 0 (pauli i) (-pauli i) 0
```

The Pauli relations are checked entry by entry.

```lean
/-- The Pauli matrices are Hermitian, square to one, and anticommute pairwise. -/
theorem pauli_algebra : (∀ i, (pauli i)ᴴ = pauli i) ∧ (∀ i, pauli i * pauli i = 1) ∧
    ∀ i j, i ≠ j → pauli i * pauli j = -(pauli j * pauli i) := by
  refine ⟨?_, ?_, ?_⟩
  · intro i
    fin_cases i <;> ext a b <;> fin_cases a <;> fin_cases b <;> simp [pauli]
  · intro i
    fin_cases i <;> ext a b <;> fin_cases a <;> fin_cases b <;>
      simp [pauli, Matrix.mul_apply, Fin.sum_univ_two]
  · intro i j
    fin_cases i <;> fin_cases j <;> intro h <;> first
      | exact absurd rfl h
      | (ext a b
         fin_cases a <;> fin_cases b <;>
           simp [pauli, Matrix.mul_apply, Fin.sum_univ_two])
```

Block multiplication then reduces the conditions on the spatial matrices alone (anti-hermiticity, squares and mutual anticommutation) to the Pauli relations. The conditions that involve `gamma0` follow from the block form itself. With `isDirac_witness` as its hypothesis, the main theorem becomes the statement for 4 by 4 matrices in three spatial dimensions.

```lean
/-- The standard 4 by 4 matrices satisfy the Dirac algebra and hermiticity conditions. -/
theorem isDirac_witness : IsDirac gamma0 gammaS where
  herm := by simp [gamma0, fromBlocks_conjTranspose]
  antiherm i := by
    simp [gammaS, fromBlocks_conjTranspose, fromBlocks_neg, pauli_algebra.1 i]
  sq_time := by simp [gamma0, fromBlocks_multiply]
  sq_space i := by
    rw [← fromBlocks_one, fromBlocks_neg, gammaS, fromBlocks_multiply]
    simp [pauli_algebra.2.1 i]
  anti_time i := by simp [gamma0, gammaS, fromBlocks_multiply, fromBlocks_neg]
  anti_space i j hij := by
    simp [gammaS, fromBlocks_multiply, fromBlocks_neg, pauli_algebra.2.2 i j hij]

end

end DiracSpinSumPositivity
```

```lean
#print axioms DiracSpinSumPositivity.spinMatrix_posSemidef_iff
#print axioms DiracSpinSumPositivity.energy_le_of_spin_sum
```

```
'DiracSpinSumPositivity.spinMatrix_posSemidef_iff' depends on axioms: [propext, Classical.choice, Quot.sound]
'DiracSpinSumPositivity.energy_le_of_spin_sum' depends on axioms: [propext, Classical.choice, Quot.sound]
```
